# The discrete Porod invariant of a real density on a finite ring is the variance of the density

A real density ρ on a ring of N ≥ 1 sites has the scattering amplitude F(k) = ∑ₓ ρ(x) exp(−2πi k x / N), and its discrete Porod invariant is the intensity |F(k)|² summed over all nonzero k and divided by N². The theorem states that this invariant equals the mean of ρ² minus the square of the mean of ρ, which is the variance of the density over the sites. The proof takes the total intensity over all k from Parseval's identity, which is proved earlier in the file, and subtracts the k = 0 term, which is the square of the total density. Division by N² then gives the two means.

As first written in Lean, the proof fails:

```lean
import Mathlib

open Finset ComplexConjugate

namespace PorodInvariantEqVariance

noncomputable section

variable {N : ℕ} [NeZero N]

/-- The scattering amplitude `F(k) = ∑ₓ ρ(x) exp(-2πi k x / N)` of a real density on a ring of
`N ≥ 1` sites. -/
def amplitude (ρ : ZMod N → ℝ) (k : ZMod N) : ℂ :=
  ∑ x, (ρ x : ℂ) * Complex.exp (-(2 * Real.pi * Complex.I * (k.val * x.val) / N))

/-- The average of a real function over the `N ≥ 1` sites. -/
def mean (f : ZMod N → ℝ) : ℝ := (∑ x, f x) / N

/-- The discrete Porod invariant: the intensity `|F(k)|²` summed over all nonzero `k` and divided
by `N²`, for `N ≥ 1`. -/
def porodInvariant (ρ : ZMod N → ℝ) : ℝ :=
  (∑ k ∈ univ.erase 0, ‖amplitude ρ k‖ ^ 2) / (N : ℝ) ^ 2

/-- The phase factors in the amplitude are values of the standard additive character of the
cyclic group. -/
theorem amplitude_eq_character (ρ : ZMod N → ℝ) (k : ZMod N) :
    amplitude ρ k = ∑ x, (ρ x : ℂ) * ZMod.stdAddChar (-(k * x)) := by
  refine sum_congr rfl fun x _ => ?_
  have h : -(k * x) = ((-((k.val : ℤ) * (x.val : ℤ)) : ℤ) : ZMod N) := by
    push_cast
    simp
  rw [h, ZMod.stdAddChar_coe]
  congr 2
  push_cast
  ring

/-- Parseval's identity: the total intensity over all `k` is `N` times the sum of the squared
density. -/
theorem parseval (ρ : ZMod N → ℝ) :
    ∑ k, ‖amplitude ρ k‖ ^ 2 = N * ∑ x, ρ x ^ 2 := by
  have orth : ∀ d : ZMod N,
      ∑ k : ZMod N, (ZMod.stdAddChar (k * d) : ℂ) = if d = 0 then (N : ℂ) else 0 := by
    intro d
    rw [AddChar.sum_mulShift d (ZMod.isPrimitive_stdAddChar N)]
    split_ifs <;> simp [ZMod.card]
  have hconj : ∀ k, conj (amplitude ρ k) = ∑ y, (ρ y : ℂ) * ZMod.stdAddChar (k * y) := by
    intro k
    rw [amplitude_eq_character, map_sum]
    refine sum_congr rfl fun y _ => ?_
    rw [map_mul, Complex.conj_ofReal, ← AddChar.map_neg_eq_conj, neg_neg]
  have h : ((∑ k, ‖amplitude ρ k‖ ^ 2 : ℝ) : ℂ) = ((N * ∑ x, ρ x ^ 2 : ℝ) : ℂ) := by
    calc ((∑ k, ‖amplitude ρ k‖ ^ 2 : ℝ) : ℂ)
        = ∑ k, amplitude ρ k * conj (amplitude ρ k) := by
          rw [Complex.ofReal_sum]
          refine sum_congr rfl fun k _ => ?_
          rw [Complex.mul_conj, Complex.normSq_eq_norm_sq]
      _ = ∑ k, ∑ x, ∑ y, ((ρ x : ℂ) * ρ y) * ZMod.stdAddChar (k * (y - x)) := by
          refine sum_congr rfl fun k _ => ?_
          rw [hconj, amplitude_eq_character, sum_mul_sum]
          refine sum_congr rfl fun x _ => sum_congr rfl fun y _ => ?_
          have e : k * (y - x) = -(k * x) + k * y := by ring
          rw [e, AddChar.map_add_eq_mul]
          ring
      _ = ∑ x, ∑ y, ((ρ x : ℂ) * ρ y) * ∑ k, ZMod.stdAddChar (k * (y - x)) := by
          rw [sum_comm]
          refine sum_congr rfl fun x _ => ?_
          rw [sum_comm]
          refine sum_congr rfl fun y _ => ?_
          rw [mul_sum]
      _ = ((N * ∑ x, ρ x ^ 2 : ℝ) : ℂ) := by
          -- orthogonality leaves only the terms with y = x
          simp only [orth, sub_eq_zero, mul_ite, mul_zero, sum_ite_eq', mem_univ, if_true]
          push_cast
          rw [mul_sum]
          refine sum_congr rfl fun x _ => ?_
          ring
  exact_mod_cast h

/-- For every real density the Porod invariant is the mean squared density minus the square of
the mean density. -/
theorem porodInvariant_eq_variance (ρ : ZMod N → ℝ) :
    porodInvariant ρ = mean (fun x => ρ x ^ 2) - mean ρ ^ 2 := by
  have hN : (N : ℝ) ≠ 0 := Nat.cast_ne_zero.mpr (NeZero.ne N)
  -- the forward beam carries the squared total density
  have h0 : ‖amplitude ρ 0‖ ^ 2 = (∑ x, ρ x) ^ 2 := by
    have e : amplitude ρ 0 = ((∑ x, ρ x : ℝ) : ℂ) := by simp [amplitude]
    rw [e, Complex.norm_real, Real.norm_eq_abs, sq_abs]
  have hs := add_sum_erase univ (fun k => ‖amplitude ρ k‖ ^ 2) (mem_univ (0 : ZMod N))
  have h : ∑ k ∈ univ.erase 0, ‖amplitude ρ k‖ ^ 2
      = N * ∑ x, ρ x ^ 2 - (∑ x, ρ x) ^ 2 := by
    have hp := parseval ρ
    simp only at hs
    linarith
  simp only [porodInvariant, mean]
  rw [h, sub_div, div_pow, sq (N : ℝ), mul_div_mul_left _ _ hN]

end

end PorodInvariantEqVariance
```

Lean reports:

```
Main.lean:92:4: error: `simp` made no progress
```

Diagnosis. The message "`simp` made no progress" refers to the line `simp only at hs`. The hypothesis `hs` comes from `add_sum_erase`, applied to the function `fun k => ‖amplitude ρ k‖ ^ 2`, and splits the full sum into the term at 0 and the sum over the other k. With no lemmas listed, `simp only` could still have reduced applications of that function to their values. But Lean had already done this when it put the function into the lemma's statement, so `hs` held nothing to simplify, and `simp` fails when it changes nothing.

The repair deletes the line. `hs` already has the form that `linarith` needs, and together with `h0` for the term at 0 and `hp` for the full sum it gives the goal by linear arithmetic.

The repair, with which the file compiles:

```diff
@@ -90,5 +90,4 @@
       = N * ∑ x, ρ x ^ 2 - (∑ x, ρ x) ^ 2 := by
     have hp := parseval ρ
-    simp only at hs
     linarith
   simp only [porodInvariant, mean]
```
